# A quadratic error bound for one Newton step on the X2C Riccati equation under a block gap condition

Let A, D be Hermitian matrices with A ≥ a and D ≤ a − g for real a and g, let B be a coupling matrix, and put F(X) = Bᴴ + DX − XA − XBX, where ᴴ is the conjugate transpose. Suppose F(X*) = 0, and let X satisfy 2‖B‖‖X‖ < g in the Frobenius norm. Then the Newton equation (D − XB)Y − Y(A + BX) = −F(X) has exactly one solution Y, the new residual is F(X + Y) = −YBY, and

    ‖X + Y − X*‖ ≤ ‖B‖ ‖X − X*‖² / (g − 2‖B‖‖X‖).

This bounds a single step, and the existence of X* is a hypothesis.

## The decoupling equation

In finite orthonormal bases for the large and small components, the one-electron Dirac Hamiltonian is a block matrix H with large–large block A, small–small block D and coupling B. Let X map large-component coefficients to small-component coefficients, and let (1; X) be the unit matrix stacked on X. Then

    H = ( A  B ; Bᴴ  D ),    H (1; X) = (A + BX ; Bᴴ + DX).

The columns of (1; X) span an invariant subspace when H(1; X) = (1; X)h for some h. The upper row forces h = A + BX, and the lower row becomes Bᴴ + DX = X(A + BX), which is F(X) = 0, the decoupling equation of the exact two-component (X2C) method. In Lean the finite index types `m` and `n` label the large and small basis functions, so A is m×m, D is n×n, B is m×n and X is n×m. The two sizes may differ, and `l` is a third index type for general products.

```lean
import Mathlib

open Matrix Finset
open scoped ComplexOrder

namespace X2CNewton

noncomputable section

variable {l m n : Type*} [Fintype l] [Fintype m] [Fintype n]
```

The norm is defined explicitly as ‖M‖ = √(Σ_i Σ_j |M_ij|²).

```lean
/-- Frobenius norm of a complex matrix. -/
def frob (M : Matrix m n ℂ) : ℝ := √(∑ i, ∑ j, ‖M i j‖ ^ 2)
```

The residual F is `riccati`.

```lean
/-- Residual of the X2C Riccati equation, `F(X) = Bᴴ + DX - XA - XBX`. -/
def riccati (A : Matrix m m ℂ) (B : Matrix m n ℂ) (D : Matrix n n ℂ) (X : Matrix n m ℂ) :
    Matrix n m ℂ := Bᴴ + D * X - X * A - X * B * X
```

The left-hand side of the Newton equation defines the Sylvester operator

    L_X(Y) = (D − XB)Y − Y(A + BX),

which is `newtonOp A B D X Y`.

```lean
/-- The Sylvester operator of a Newton step at `X`, `Y ↦ (D - XB)Y - Y(A + BX)`. -/
def newtonOp (A : Matrix m m ℂ) (B : Matrix m n ℂ) (D : Matrix n n ℂ) (X Y : Matrix n m ℂ) :
    Matrix n m ℂ := (D - X * B) * Y - Y * (A + B * X)
```

The gap condition says that P = A − a·1 and Q = (a − g)·1 − D are positive semidefinite. `PosSemidef` includes hermiticity, so A and D are Hermitian because a and g are real. All eigenvalues of A then lie at or above a, and all eigenvalues of D at or below a − g. The postulated constant g stands for the separation between the diagonal blocks that comes from the rest-mass shift −2mₑc² in D (mₑ the electron mass, c the speed of light), as modified by the potential, which can also reduce or close it. It is a gap between the blocks A and D, not the gap in the spectrum of H, and it is not derived from a potential or a basis.

```lean
/-- The Hermitian blocks satisfy `A ≥ a` and `D ≤ a - g` as operators. -/
def HasGap [DecidableEq m] [DecidableEq n] (A : Matrix m m ℂ) (D : Matrix n n ℂ) (a g : ℝ) :
    Prop :=
  (A - (a : ℂ) • 1).PosSemidef ∧ (((a - g : ℝ) : ℂ) • 1 - D).PosSemidef
```

## Three properties of the Frobenius norm

Writing out the trace gives

    tr(ZᴴZ) = Σ_j Σ_i conj(Z_ij) Z_ij = ‖Z‖².

The proof of `trace_self` exchanges the two sums and identifies each term with |Z_ij|².

```lean
/-- The trace of `ZᴴZ` is the squared Frobenius norm of `Z`. -/
theorem trace_self (Z : Matrix m n ℂ) : trace (Zᴴ * Z) = ((frob Z ^ 2 : ℝ) : ℂ) := by
  have h : 0 ≤ ∑ i, ∑ j, ‖Z i j‖ ^ 2 := by positivity
  simp only [trace, diag_apply, mul_apply, conjTranspose_apply, frob]
  rw [Real.sq_sqrt h, Finset.sum_comm]
  push_cast
  exact sum_congr rfl fun i _ => sum_congr rfl fun j _ => Complex.conj_mul' _
```

For two matrices of equal shape, the triangle inequality followed by the Cauchy–Schwarz inequality over index pairs (i, j) gives

    |tr(ZᴴW)| ≤ Σ_i Σ_j |Z_ij||W_ij| ≤ ‖Z‖‖W‖.

These two inequalities are `h1` and, in squared form, `h2`.

```lean
/-- Cauchy-Schwarz inequality for the trace inner product `tr(ZᴴW)`. -/
theorem trace_le (Z W : Matrix m n ℂ) : ‖trace (Zᴴ * W)‖ ≤ frob Z * frob W := by
  have h : 0 ≤ ∑ i, ∑ j, ‖Z i j‖ ^ 2 := by positivity
  have h1 : ‖trace (Zᴴ * W)‖ ≤ ∑ i, ∑ j, ‖Z i j‖ * ‖W i j‖ := by
    simp only [trace, diag_apply, mul_apply, conjTranspose_apply]
    rw [Finset.sum_comm]
    refine (norm_sum_le _ _).trans (sum_le_sum fun i _ =>
      (norm_sum_le _ _).trans (sum_le_sum fun j _ => ?_))
    rw [norm_mul, norm_star]
  have h2 := sum_mul_sq_le_sq_mul_sq univ (fun p : m × n => ‖Z p.1 p.2‖)
    (fun p : m × n => ‖W p.1 p.2‖)
  simp only [Fintype.sum_prod_type] at h2
  unfold frob
  rw [← Real.sqrt_mul h]
  exact h1.trans ((le_abs_self _).trans (Real.abs_le_sqrt h2))
```

For a product, Cauchy–Schwarz is applied to each entry and the result is summed over i and j:

    |(MN)_ij|² ≤ (Σ_k |M_ik|²)(Σ_k |N_kj|²),    so    ‖MN‖ ≤ ‖M‖‖N‖.

The second line of the `calc` block factorises the double sum.

```lean
/-- The Frobenius norm is submultiplicative for rectangular products. -/
theorem frob_mul_le (M : Matrix l m ℂ) (N : Matrix m n ℂ) : frob (M * N) ≤ frob M * frob N := by
  have h : 0 ≤ ∑ i, ∑ j, ‖M i j‖ ^ 2 := by positivity
  unfold frob
  rw [← Real.sqrt_mul h]
  apply Real.sqrt_le_sqrt
  calc ∑ i, ∑ j, ‖(M * N) i j‖ ^ 2
      ≤ ∑ i, ∑ j, (∑ k, ‖M i k‖ ^ 2) * (∑ k, ‖N k j‖ ^ 2) := by
        refine sum_le_sum fun i _ => sum_le_sum fun j _ => ?_
        have h1 : ‖(M * N) i j‖ ≤ ∑ k, ‖M i k‖ * ‖N k j‖ := by
          rw [Matrix.mul_apply]
          exact (norm_sum_le _ _).trans (sum_le_sum fun k _ => norm_mul_le _ _)
        exact (pow_le_pow_left₀ (norm_nonneg _) h1 2).trans (sum_mul_sq_le_sq_mul_sq _ _ _)
    _ = (∑ i, ∑ j, ‖M i j‖ ^ 2) * ∑ i, ∑ j, ‖N i j‖ ^ 2 := by
        rw [Finset.sum_comm (f := fun k j => ‖N k j‖ ^ 2), Finset.sum_mul_sum]
```

## The residual expands exactly to second order

Since F is quadratic, substituting X + Y leaves finitely many terms:

    F(X + Y) = Bᴴ + DX − XA − XBX + (DY − XBY − YA − YBX) − YBY
             = F(X) + L_X(Y) − YBY.

So L_X is the linearisation of F at X, and L_X(Y) = −F(X) is Newton's equation. The identity needs no property of A, B or D; `simp only` distributes the products and `abel` collects terms.

```lean
variable (A : Matrix m m ℂ) (B : Matrix m n ℂ) (D : Matrix n n ℂ)

/-- Exact expansion of the residual: `F(X + Y) = F(X) + (D - XB)Y - Y(A + BX) - YBY`. -/
theorem riccati_expand (X Y : Matrix n m ℂ) :
    riccati A B D (X + Y) = riccati A B D X + newtonOp A B D X Y - Y * B * Y := by
  simp only [riccati, newtonOp, Matrix.mul_add, Matrix.add_mul, Matrix.sub_mul, Matrix.mul_assoc]
  abel
```

## The gap bounds the Sylvester operator from below

For any n×m matrix Z, expand tr(Zᴴ L_X(Z)) and insert D = (a − g)·1 − Q and A = a·1 + P:

    tr(ZᴴDZ) = (a − g)‖Z‖² − tr(ZᴴQZ),
    tr(ZᴴZA) = a‖Z‖² + tr(ZPZᴴ),

where the last trace has been cycled. The reference level a cancels in the difference, leaving

    tr(Zᴴ L_X(Z)) = −tr(ZPZᴴ) − tr(ZᴴQZ) − g‖Z‖² − tr(ZᴴXBZ) − tr(ZᴴZBX).

This is `key`. The matrices ZPZᴴ and ZᴴQZ are positive semidefinite, so their traces are non-negative (`p1`, `p2`). By Cauchy–Schwarz (`cs`) and submultiplicativity (`f1`, `f2`), the real part of each coupling trace is at least −‖B‖‖X‖‖Z‖². Cauchy–Schwarz also bounds the left side from below, so

    −‖Z‖‖L_X(Z)‖ ≤ Re tr(Zᴴ L_X(Z)) ≤ −(g − 2‖B‖‖X‖)‖Z‖².

Changing sign and dividing by ‖Z‖ gives

    (g − 2‖B‖‖X‖)‖Z‖ ≤ ‖L_X(Z)‖.

The case ‖Z‖ = 0 is trivial and is split off by `rcases`; otherwise `nlinarith` adds the inequalities. The lemma holds for every X, but carries information only when the prefactor is positive.

```lean
variable [DecidableEq m] [DecidableEq n] {a g : ℝ}

/-- With `A ≥ a` and `D ≤ a - g`, the Sylvester operator stretches every `Z` by at least
`g - 2‖B‖‖X‖` in Frobenius norm. -/
theorem gap_bound (hgap : HasGap A D a g) (X Z : Matrix n m ℂ) :
    (g - 2 * frob B * frob X) * frob Z ≤ frob (newtonOp A B D X Z) := by
  have hN : 0 ≤ frob Z := Real.sqrt_nonneg _
  have hg : ((g * frob Z ^ 2 : ℝ) : ℂ) = g * trace (Zᴴ * Z) := by
    rw [trace_self, Complex.ofReal_mul]
  -- split the quadratic form into two definite parts, the gap, and the coupling terms
  have key : trace (Zᴴ * newtonOp A B D X Z) =
      -trace (Z * (A - (a : ℂ) • 1) * Zᴴ) - trace (Zᴴ * (((a - g : ℝ) : ℂ) • 1 - D) * Z)
        - ((g * frob Z ^ 2 : ℝ) : ℂ) - trace (Zᴴ * (X * B * Z)) - trace (Zᴴ * (Z * (B * X))) := by
    rw [hg, Matrix.trace_mul_cycle Z _ Zᴴ]
    simp only [newtonOp, Matrix.mul_sub, Matrix.sub_mul, Matrix.mul_add, Matrix.mul_smul,
      Matrix.smul_mul, Matrix.mul_one, trace_sub, trace_add, trace_smul,
      smul_eq_mul, Matrix.mul_assoc, Complex.ofReal_sub]
    ring
  have hre := congrArg Complex.re key
  simp only [Complex.sub_re, Complex.neg_re, Complex.ofReal_re] at hre
  have p1 := (Complex.le_def.mp (hgap.1.mul_mul_conjTranspose_same Z).trace_nonneg).1
  have p2 := (Complex.le_def.mp (hgap.2.conjTranspose_mul_mul_same Z).trace_nonneg).1
  rw [Complex.zero_re] at p1 p2
  have cs : ∀ W : Matrix n m ℂ, -(frob Z * frob W) ≤ (trace (Zᴴ * W)).re := fun W =>
    (abs_le.mp ((Complex.abs_re_le_norm _).trans (trace_le Z W))).1
  have f1 : frob (X * B * Z) ≤ frob X * frob B * frob Z :=
    (frob_mul_le _ _).trans (mul_le_mul_of_nonneg_right (frob_mul_le _ _) hN)
  have f2 : frob (Z * (B * X)) ≤ frob Z * (frob B * frob X) :=
    (frob_mul_le _ _).trans (mul_le_mul_of_nonneg_left (frob_mul_le _ _) hN)
  rcases hN.eq_or_lt with h0 | h0
  · rw [← h0, mul_zero]
    exact Real.sqrt_nonneg _
  · refine le_of_mul_le_mul_left ?_ h0
    nlinarith [cs (newtonOp A B D X Z), cs (X * B * Z), cs (Z * (B * X)),
      mul_le_mul_of_nonneg_left f1 hN, mul_le_mul_of_nonneg_left f2 hN]
```

## The Newton equation has one solution

Assume the gap condition `HasGap A D a g` and 2‖B‖‖X‖ < g, which also makes g positive. If L_X(Z) = 0, the lower bound forces ‖Z‖ = 0 and hence every entry Z_ij = 0. A linear map with trivial kernel is injective, and an injective linear map of a finite-dimensional space into itself is surjective. Therefore L_X(Y) = R has exactly one solution for each right-hand side R, written `∃! Y`. In the proof, `L` packages the operator as a complex-linear map, `hinj` is the kernel argument, and `LinearMap.injective_iff_surjective` is the step where finite dimension turns injectivity into surjectivity.

```lean
/-- If `2‖B‖‖X‖ < g`, the Sylvester equation `(D - XB)Y - Y(A + BX) = R` has exactly one
solution for every right-hand side `R`. -/
theorem newtonOp_solvable (hgap : HasGap A D a g) (X R : Matrix n m ℂ)
    (hX : 2 * frob B * frob X < g) : ∃! Y, newtonOp A B D X Y = R := by
  let L : Matrix n m ℂ →ₗ[ℂ] Matrix n m ℂ :=
    { toFun := newtonOp A B D X
      map_add' := by
        intro Y Z
        simp only [newtonOp, Matrix.mul_add, Matrix.add_mul]
        abel
      map_smul' := by
        intro c Y
        simp only [newtonOp, Matrix.mul_smul, Matrix.smul_mul, RingHom.id_apply, smul_sub] }
  have hinj : Function.Injective L := by
    refine (injective_iff_map_eq_zero L).mpr fun Z hZ => ?_
    have hZ' : newtonOp A B D X Z = 0 := hZ
    have hb := gap_bound A B D hgap X Z
    have hz : frob (0 : Matrix n m ℂ) = 0 := by simp [frob]
    rw [hZ', hz] at hb
    have hN : 0 ≤ frob Z := Real.sqrt_nonneg _
    have h : frob Z = 0 := le_antisymm (by nlinarith) hN
    have h0 : ∑ i, ∑ j, ‖Z i j‖ ^ 2 = 0 :=
      le_antisymm (Real.sqrt_eq_zero'.mp h) (by positivity)
    ext i j
    have h1 := (sum_eq_zero_iff_of_nonneg (s := univ) (f := fun i => ∑ j, ‖Z i j‖ ^ 2)
      (fun i _ => sum_nonneg fun j _ => sq_nonneg _)).mp h0 i (mem_univ _)
    have h2 := (sum_eq_zero_iff_of_nonneg (s := univ) (f := fun j => ‖Z i j‖ ^ 2)
      (fun j _ => sq_nonneg _)).mp h1 j (mem_univ _)
    simpa using h2
  -- injective implies surjective in finite dimension
  obtain ⟨Y, hY⟩ := LinearMap.injective_iff_surjective.mp hinj R
  exact ⟨Y, hY, fun Z hZ => hinj (Eq.trans hZ hY.symm)⟩
```

## The error after one step

Taking R = −F(X) gives the unique step Y, and the expansion yields F(X + Y) = F(X) − F(X) − YBY = −YBY. For the error, set E = X* − X and expand about X:

    0 = F(X*) = F(X) + L_X(E) − EBE.

Subtracting L_X(E) from the Newton equation and using linearity,

    L_X(Y − E) = −F(X) − L_X(E) = −EBE.

Since Y − E = X + Y − X*, the lower bound with Z = Y − E gives

    (g − 2‖B‖‖X‖) ‖X + Y − X*‖ ≤ ‖EBE‖ ≤ ‖B‖‖E‖²,

and division by the positive prefactor completes the estimate. In `newton_quadratic`, `Xs` is X*, `hgap` is the gap condition, `hs` says F(X*) = 0, and `hX` is the smallness condition, imposed on the current iterate X and not on X*. The conclusion has two parts: the step exists uniquely, and every Y solving the Newton equation obeys the residual formula and the error bound. In the proof, `e` is the expansion about X, `hl` is linearity, `he` the equation for Y − E, `hb` the lower bound and `f` the estimate of ‖EBE‖.

```lean
/-- For `A ≥ a`, `D ≤ a - g`, `F(X*) = 0` and `2‖B‖‖X‖ < g`, the Newton step `Y` exists
uniquely, `F(X + Y) = -YBY`, and `‖X + Y - X*‖ ≤ ‖B‖‖X - X*‖² / (g - 2‖B‖‖X‖)`. -/
theorem newton_quadratic (hgap : HasGap A D a g) (X Xs : Matrix n m ℂ)
    (hs : riccati A B D Xs = 0) (hX : 2 * frob B * frob X < g) :
    (∃! Y, newtonOp A B D X Y = -riccati A B D X) ∧
      ∀ Y, newtonOp A B D X Y = -riccati A B D X →
        riccati A B D (X + Y) = -(Y * B * Y) ∧
          frob (X + Y - Xs) ≤ frob B * frob (X - Xs) ^ 2 / (g - 2 * frob B * frob X) := by
  refine ⟨newtonOp_solvable A B D hgap X _ hX, fun Y hY => ⟨?_, ?_⟩⟩
  · rw [riccati_expand, hY]
    abel
  have hneg : ∀ M : Matrix n m ℂ, frob (-M) = frob M := fun M => by simp [frob]
  have hl : ∀ U V, newtonOp A B D X (U - V) = newtonOp A B D X U - newtonOp A B D X V := by
    intro U V
    simp only [newtonOp, Matrix.mul_sub, Matrix.sub_mul]
    abel
  have e := riccati_expand A B D X (Xs - X)
  rw [show X + (Xs - X) = Xs by abel, hs] at e
  have hE : frob (X - Xs) = frob (Xs - X) := by rw [← neg_sub X Xs, hneg]
  rw [show X + Y - Xs = Y - (Xs - X) by abel, hE]
  generalize Xs - X = E at e ⊢
  -- the new error solves the Sylvester equation with right-hand side -EBE
  have he : newtonOp A B D X (Y - E) = -(E * B * E) := by
    rw [hl, hY]
    calc -riccati A B D X - newtonOp A B D X E
        = -(riccati A B D X + newtonOp A B D X E - E * B * E) - E * B * E := by abel
      _ = -(E * B * E) := by rw [← e]; simp
  have hb := gap_bound A B D hgap X (Y - E)
  rw [he, hneg] at hb
  have f : frob (E * B * E) ≤ frob E * frob B * frob E :=
    (frob_mul_le _ _).trans (mul_le_mul_of_nonneg_right (frob_mul_le _ _) (Real.sqrt_nonneg _))
  rw [le_div_iff₀ (sub_pos.mpr hX)]
  nlinarith
```

The theorem gives the inequality behind quadratic convergence, but no statement about a sequence of iterates: `hX` would have to be re-established at X + Y before the next step. The bound lies below the old error only if ‖B‖‖X − X*‖ < g − 2‖B‖‖X‖. The matrix X* is any root of F, and nothing identifies it as the one that describes the positive-energy states. The metric is the unit matrix, so a non-orthogonal basis must have been orthonormalised beforehand, and the renormalisation that turns h = A + BX* into a Hermitian two-component Hamiltonian is not treated. For a one-electron problem in a finite orthonormal basis, the result shows how the block gap controls a single Newton update of the X2C decoupling matrix, provided `hX` holds; this is a sufficient condition, and a basis with large momentum matrix elements in B can violate it. It also requires g > 0, which fails when an attractive potential pushes the lowest eigenvalue of A down to or below the highest eigenvalue of D, as tight basis functions near a nucleus can do; the theorem then says nothing for any X.

## A bound that needs no exact solution

Assume again the gap condition and 2‖B‖‖X‖ < g, and let Y solve the Newton equation at X. The lower bound with Z = Y gives ‖Y‖ ≤ ‖F(X)‖/(g − 2‖B‖‖X‖), which is `hy`. Together with F(X + Y) = −YBY,

    ‖F(X + Y)‖ ≤ ‖B‖‖Y‖² ≤ ‖B‖ ( ‖F(X)‖ / (g − 2‖B‖‖X‖) )².

The theorem `residual_quadratic` has no `Xs` among its hypotheses, so its right side can be evaluated at X once g is known.

```lean
/-- After a Newton step the residual obeys
`‖F(X + Y)‖ ≤ ‖B‖ (‖F(X)‖ / (g - 2‖B‖‖X‖))²`. -/
theorem residual_quadratic (hgap : HasGap A D a g) (X Y : Matrix n m ℂ)
    (hX : 2 * frob B * frob X < g) (hY : newtonOp A B D X Y = -riccati A B D X) :
    frob (riccati A B D (X + Y)) ≤
      frob B * (frob (riccati A B D X) / (g - 2 * frob B * frob X)) ^ 2 := by
  have hneg : ∀ M : Matrix n m ℂ, frob (-M) = frob M := fun M => by simp [frob]
  have hF : riccati A B D (X + Y) = -(Y * B * Y) := by
    rw [riccati_expand, hY]
    abel
  have hb := gap_bound A B D hgap X Y
  rw [hY, hneg] at hb
  have hy : frob Y ≤ frob (riccati A B D X) / (g - 2 * frob B * frob X) := by
    rw [le_div_iff₀ (sub_pos.mpr hX)]
    linarith
  rw [hF, hneg]
  calc frob (Y * B * Y) ≤ frob Y * frob B * frob Y :=
        (frob_mul_le _ _).trans
          (mul_le_mul_of_nonneg_right (frob_mul_le _ _) (Real.sqrt_nonneg _))
    _ = frob B * frob Y ^ 2 := by ring
    _ ≤ _ := mul_le_mul_of_nonneg_left (pow_le_pow_left₀ (Real.sqrt_nonneg _) hy 2)
        (Real.sqrt_nonneg _)
```

## A 1×1 case with equality

Take A = 1, B = 2, D = −2, a = 1 and g = 3, so that P = Q = 0. For scalars x and y,

    F(x) = 2 − 3x − 2x²,    L_x(y) = −(3 + 4x)y.

Then F(1/2) = 0. At x = −1/4 one has 2‖B‖‖X‖ = 1 < 3, F = 21/8 and L_x(y) = −2y, so y = 21/16. The new error is |−1/4 + 21/16 − 1/2| = 9/16, and the bound is 2·(3/4)²/(3 − 1) = 9/16. As an aside that the theorem does not state, the root 1/2 corresponds to the eigenvector (1, 1/2) of H, normalised (2, 1)/√5, with eigenvalue A + BX* = 2. The theorem `newton_witness` verifies the gap, the root, the smallness condition, the Newton equation and the equality, using `hf` to reduce the norm of a 1×1 matrix to a modulus.

```lean
/-- The blocks `A = 1`, `B = 2`, `D = -2` with `a = 1`, `g = 3`, `X* = 1/2`, `X = -1/4`,
`Y = 21/16` meet all hypotheses, and the error bound holds with equality. -/
theorem newton_witness :
    HasGap !![1] !![-2] 1 3 ∧ riccati !![1] !![2] !![-2] !![1 / 2] = 0 ∧
      2 * frob !![2] * frob !![-1 / 4] < 3 ∧
      newtonOp !![1] !![2] !![-2] !![-1 / 4] !![21 / 16] =
        -riccati !![1] !![2] !![-2] !![-1 / 4] ∧
      frob (!![-1 / 4] + !![21 / 16] - !![1 / 2]) =
        frob !![2] * frob (!![-1 / 4] - !![1 / 2]) ^ 2 / (3 - 2 * frob !![2] * frob !![-1 / 4]) := by
  have hf : ∀ z : ℂ, frob !![z] = ‖z‖ := fun z => by simp [frob]
  have e1 : (!![1] : Matrix (Fin 1) (Fin 1) ℂ) - ((1 : ℝ) : ℂ) • 1 = 0 := by
    ext i j; fin_cases i; fin_cases j; simp
  have e2 : ((1 - 3 : ℝ) : ℂ) • 1 - (!![-2] : Matrix (Fin 1) (Fin 1) ℂ) = 0 := by
    ext i j; fin_cases i; fin_cases j; simp; norm_num
  have e3 : (!![-1 / 4] + !![21 / 16] - !![1 / 2] : Matrix (Fin 1) (Fin 1) ℂ) = !![9 / 16] := by
    ext i j; fin_cases i; fin_cases j; simp; norm_num
  have e4 : (!![-1 / 4] - !![1 / 2] : Matrix (Fin 1) (Fin 1) ℂ) = !![-3 / 4] := by
    ext i j; fin_cases i; fin_cases j; simp; norm_num
  refine ⟨⟨?_, ?_⟩, ?_, ?_, ?_, ?_⟩
  · rw [e1]; exact PosSemidef.zero
  · rw [e2]; exact PosSemidef.zero
  · ext i j; fin_cases i; fin_cases j; simp [riccati]; norm_num
  · simp only [hf]; norm_num
  · ext i j; fin_cases i; fin_cases j; simp [riccati, newtonOp]; norm_num
  · rw [e3, e4]; simp only [hf]; norm_num

end

end X2CNewton
```

```lean
#print axioms X2CNewton.newton_quadratic
#print axioms X2CNewton.residual_quadratic
```

```
'X2CNewton.newton_quadratic' depends on axioms: [propext, Classical.choice, Quot.sound]
'X2CNewton.residual_quadratic' depends on axioms: [propext, Classical.choice, Quot.sound]
```
